# Generating operators of finitely many commuting pairing spins commute at any two points away from the levels

## One level and its field

Take a single level of energy $z$ that is either empty or holds one Cooper pair. Let $S^+$ create the pair, $S^-$ remove it, and let $S^z$ be the pair number minus $\tfrac12$. These obey
$$[S^z,S^\pm]=\pm S^\pm,\qquad [S^+,S^-]=2S^z .$$
Divide each operator by $z-x$, with $x\neq z$, and call the result a field, for example $S^z(x)=S^z/(z-x)$. For $x\ne y$,
$$[S^z(x),S^+(y)]=\frac{S^+}{(z-x)(z-y)}=\frac{S^+(x)-S^+(y)}{x-y},$$
because $\frac1{z-x}-\frac1{z-y}=\frac{x-y}{(z-x)(z-y)}$. Written in fields, the right side no longer contains $z$. Further levels can therefore be added without changing the relation.

## Many levels that exchange pairs

In a superconductor with many levels, pairs hop between them, and one looks for operators conserved by this motion. With levels $z_k$ and spins $S_k$ that commute between different levels, set $S^\alpha(x)=\sum_k S^\alpha_k/(z_k-x)$ for $\alpha=z,+,-$, and
$$t(x)=S^z(x)^2+\tfrac12\big(S^+(x)S^-(x)+S^-(x)S^+(x)\big)+c\,S^z(x).$$
The claim is $[t(x),t(y)]=0$ for every complex $c$ and all $x,y$ different from every $z_k$. In the pairing problem $c$ stands for an inverse coupling strength.

## The commutator by hand

If $x=y$ there is nothing to show. Otherwise write $a,p,m$ for $S^z,S^+,S^-$ at $x$, write $b,q,n$ for the same fields at $y$, and put $r=1/(x-y)$. Only on-site brackets survive in the double sums, so partial fractions give
$$[a,b]=[p,q]=[m,n]=0,\quad [a,q]=[b,p]=r(p-q),$$
$$[a,n]=[b,m]=-r(m-n),\quad [p,n]=[q,m]=2r(a-b).$$

Let $T=a^2+\frac12(pm+mp)$ and $U=b^2+\frac12(qn+nq)$. The product rule gives
$$[T,b]=\tfrac r2(qm+mq-pn-np),$$
$$[T,q]=r(pb+bp-aq-qa),\qquad [T,n]=r(an+na-bm-mb).$$
Insert these into
$$[T,U]=b[T,b]+[T,b]b+\tfrac12\big(q[T,n]+[T,q]n+n[T,q]+[T,n]q\big).$$
Most cubic terms cancel, leaving $[T,U]=\frac r2J$ with
$$J=[[b,q],m]-[[b,n],p]+[[q,n],a].$$
By the Jacobi identity,
$$[[b,q],m]=[b,[q,m]]-[q,[b,m]]=2r^2(a-b)-r[q,n],$$
$$[[b,n],p]=[b,[n,p]]-[n,[b,p]]=2r^2(a-b)-r[q,n],$$
$$[[q,n],a]=r[q,m-n]+r[n,p-q]=0,$$
so $J=0$. For the linear terms,
$$[a,U]=\tfrac r2(pn+np-qm-mq)=-[T,b],$$
hence
$$[T+ca,\,U+cb]=[T,U]+c\big([T,b]+[a,U]\big)+c^2[a,b]=0.$$

## Charges at the poles

Let the $z_k$ be distinct, $u_k=1/(z_k-x)$, and
$$D_{kj}=S^z_kS^z_j+\tfrac12(S^+_kS^-_j+S^-_kS^+_j).$$
Then $t(x)=\sum_{k,j}u_ku_jD_{kj}+c\sum_k u_kS^z_k$. For $k\neq j$ we have $u_ku_j=(u_k-u_j)/(z_j-z_k)$ and $D_{kj}=D_{jk}$, so
$$t(x)=\sum_k u_k^2D_{kk}+\sum_k u_kR_k,\qquad R_k=cS^z_k+2\sum_{j\ne k}\frac{D_{kj}}{z_j-z_k}.$$
The double poles carry the Casimirs $D_{kk}$, and the simple poles carry the Gaudin charges $R_k$.

The step to the superconductor is the choice of Hamiltonian. For $c=2/g$ with pairing strength $g\neq0$, the combination $g\sum_kz_kR_k$ is the reduced BCS Hamiltonian with uniform pairing, $\sum_k 2z_kS^z_k-g\sum_{k,j}S^+_kS^-_j$, up to terms in the total $S^z$ and the Casimirs. Comparing poles in $[t(x),t(y)]=0$ shows that the $R_k$ commute with each other. These two consequences are ordinary algebra added here, not formal theorems.

## A single spin with a wrong raising operator

Suppose the relation $[S^z,S^+]=S^+$ is omitted and all others are kept. On one level take $S^z=\mathrm{diag}(\frac12,-\frac12)$, $S^-=E_{21}$ and $S^+=E_{12}+1$, where $E_{ij}$ is the matrix unit. The remaining relations hold, but $D_{11}=\frac34+E_{21}$ does not commute with $S^z$, and
$$[t(x),t(y)]=\frac{c\,(x-y)}{(z-x)^2(z-y)^2}\,E_{21},$$
which is nonzero for $c\neq0$ and $x\neq y$. Here $S^+$ is not the adjoint of $S^-$. If it were, with $S^z$ Hermitian, the omitted relation would follow from the one for $S^-$.

## The statement in Lean

The levels are indexed by a finite type `ι`, and the operators live in any complex algebra `A`. `IsSpinFamily` lists the spin relations, with `if j = k` separating on-site brackets from those between sites. No adjoint is assumed, so `Sm` need not be the Hermitian conjugate of `Sp`, and `z`, `c`, `x` and `y` may be complex.

`field` is the operator field $S(x)$, not a field in the algebraic sense. `transfer` is $t(x)$, `dot` is $D_{kj}$ and `charge` is $R_k$. The denominators are $z_k-x$; texts that use $x-z_k$ differ in the sign of the fields.

`transfer_commute` is the main claim, and it allows coinciding levels. `transfer_expansion` is the pole expansion and requires `z` to be injective.

```lean
import Mathlib

open scoped Kronecker

namespace GaudinTransfer

noncomputable section

variable {ι A : Type*} [Fintype ι] [DecidableEq ι] [Ring A] [Algebra ℂ A]

/-- Spin operators on the sites `k`: each site carries the su(2) relations, and operators on
different sites commute. -/
structure IsSpinFamily {ι A : Type*} [DecidableEq ι] [Ring A] [Algebra ℂ A]
    (Sz Sp Sm : ι → A) : Prop where
  zz : ∀ j k, Sz j * Sz k = Sz k * Sz j
  pp : ∀ j k, Sp j * Sp k = Sp k * Sp j
  mm : ∀ j k, Sm j * Sm k = Sm k * Sm j
  zp : ∀ j k, Sz j * Sp k - Sp k * Sz j = if j = k then Sp k else 0
  zm : ∀ j k, Sz j * Sm k - Sm k * Sz j = if j = k then -Sm k else 0
  pm : ∀ j k, Sp j * Sm k - Sm k * Sp j = if j = k then (2 : ℂ) • Sz k else 0

/-- The field `S(x) = ∑ S_k / (z_k - x)`, for `x` different from every `z_k`. -/
def field (z : ι → ℂ) (S : ι → A) (x : ℂ) : A := ∑ k, (z k - x)⁻¹ • S k

/-- The operator `t(x) = Sz(x)² + (Sp(x) Sm(x) + Sm(x) Sp(x))/2 + c Sz(x)`, for `x` different
from every `z_k`. -/
def transfer (z : ι → ℂ) (Sz Sp Sm : ι → A) (c x : ℂ) : A :=
  field z Sz x ^ 2 + (1 / 2 : ℂ) • (field z Sp x * field z Sm x + field z Sm x * field z Sp x)
    + c • field z Sz x

/-- The scalar product `S_j · S_k` of two spins, written with ladder operators. -/
def dot (Sz Sp Sm : ι → A) (j k : ι) : A :=
  Sz j * Sz k + (1 / 2 : ℂ) • (Sp j * Sm k + Sm j * Sp k)

/-- The Gaudin charge `c Sz_k + 2 ∑ S_k · S_j / (z_j - z_k)`, summed over `j ≠ k`, for
distinct `z_k`. -/
def charge (z : ι → ℂ) (Sz Sp Sm : ι → A) (c : ℂ) (k : ι) : A :=
  c • Sz k + (2 : ℂ) • ∑ j ∈ Finset.univ.erase k, (z j - z k)⁻¹ • dot Sz Sp Sm k j

/-- If `[X_j, Y_k] = δ_jk W_k`, then `[X(x), Y(y)] = (W(x) - W(y)) / (x - y)` for `x ≠ y`
that avoid every `z_k`. -/
theorem gaudin_bracket (z : ι → ℂ) (X Y W : ι → A)
    (h : ∀ j k, X j * Y k - Y k * X j = if j = k then W k else 0)
    {x y : ℂ} (hxy : x ≠ y) (hx : ∀ k, z k ≠ x) (hy : ∀ k, z k ≠ y) :
    field z X x * field z Y y - field z Y y * field z X x
      = (x - y)⁻¹ • (field z W x - field z W y) := by
  unfold field
  have e2 : (∑ k, (z k - y)⁻¹ • Y k) * (∑ j, (z j - x)⁻¹ • X j)
      = ∑ j, ∑ k, ((z k - y)⁻¹ • Y k) * ((z j - x)⁻¹ • X j) := by
    rw [Finset.sum_mul_sum, Finset.sum_comm]
  rw [e2, Finset.sum_mul_sum]
  simp only [← Finset.sum_sub_distrib, Finset.smul_sum]
  refine Finset.sum_congr rfl fun j _ => ?_
  -- only the on-site bracket survives
  have e : ∀ k, ((z j - x)⁻¹ • X j) * ((z k - y)⁻¹ • Y k)
      - ((z k - y)⁻¹ • Y k) * ((z j - x)⁻¹ • X j)
      = if j = k then ((z j - x)⁻¹ * (z k - y)⁻¹) • W k else 0 := by
    intro k
    calc _ = ((z j - x)⁻¹ * (z k - y)⁻¹) • (X j * Y k - Y k * X j) := by
          simp only [smul_mul_assoc, mul_smul_comm]
          module
      _ = _ := by rw [h, smul_ite, smul_zero]
  simp only [e, Finset.sum_ite_eq, Finset.mem_univ, if_true]
  -- partial fractions
  have s : (z j - x)⁻¹ - (z j - y)⁻¹ = (x - y) * ((z j - x)⁻¹ * (z j - y)⁻¹) := by
    rw [inv_sub_inv (sub_ne_zero.2 (hx j)) (sub_ne_zero.2 (hy j)), div_eq_mul_inv, mul_inv]
    ring
  rw [← sub_smul, smul_smul, s, inv_mul_cancel_left₀ (sub_ne_zero.2 hxy)]

/-- The Gaudin brackets between fields `a, p, m` at one point and `b, q, n` at another imply
that the two quadratic operators built from them commute. -/
theorem commute_of_gaudin_brackets {a p m b q n : A} {r : ℂ} (c : ℂ)
    (hab : a * b - b * a = 0) (hpq : p * q - q * p = 0) (hmn : m * n - n * m = 0)
    (haq : a * q - q * a = r • (p - q)) (hbp : b * p - p * b = r • (p - q))
    (han : a * n - n * a = -(r • (m - n))) (hbm : b * m - m * b = -(r • (m - n)))
    (hpn : p * n - n * p = (2 * r) • (a - b)) (hqm : q * m - m * q = (2 * r) • (a - b)) :
    Commute (a ^ 2 + (1 / 2 : ℂ) • (p * m + m * p) + c • a)
      (b ^ 2 + (1 / 2 : ℂ) • (q * n + n * q) + c • b) := by
  obtain ⟨T, hT⟩ : ∃ T, T = a ^ 2 + (1 / 2 : ℂ) • (p * m + m * p) := ⟨_, rfl⟩
  -- brackets of the quadratic part with the three fields at the other point
  have h1 : T * b - b * T = (r / 2) • (q * m + m * q - p * n - n * p) := by
    linear_combination (norm := (simp only [hT, sq, mul_add, add_mul, mul_sub, sub_mul, mul_neg,
      neg_mul, smul_mul_assoc, mul_smul_comm, mul_assoc, mul_zero, zero_mul]; module))
      a * hab + hab * a - (1 / 2 : ℂ) • (p * hbm + hbp * m + m * hbp + hbm * p)
  have h2 : T * q - q * T = r • (p * b + b * p - a * q - q * a) := by
    linear_combination (norm := (simp only [hT, sq, mul_add, add_mul, mul_sub, sub_mul,
      smul_mul_assoc, mul_smul_comm, mul_assoc, mul_zero, zero_mul]; module))
      a * haq + haq * a + (1 / 2 : ℂ) • (hpq * m + m * hpq - p * hqm - hqm * p)
  have h3 : T * n - n * T = r • (a * n + n * a - b * m - m * b) := by
    linear_combination (norm := (simp only [hT, sq, mul_add, add_mul, mul_sub, sub_mul, mul_neg,
      neg_mul, smul_mul_assoc, mul_smul_comm, mul_assoc, mul_zero, zero_mul]; module))
      a * han + han * a + (1 / 2 : ℂ) • (p * hmn + hpn * m + m * hpn + hmn * p)
  -- the cubic remainder vanishes by the Jacobi identity
  have h4 : (b * q - q * b) * m - m * (b * q - q * b) - (b * n - n * b) * p
      + p * (b * n - n * b) + (q * n - n * q) * a - a * (q * n - n * q) = 0 := by
    linear_combination (norm := (simp only [mul_sub, sub_mul, mul_neg, neg_mul,
      smul_mul_assoc, mul_smul_comm, mul_assoc]; module))
      b * hqm - hqm * b - q * hbm + hbm * q + b * hpn - hpn * b + n * hbp - hbp * n
        - q * han + han * q + n * haq - haq * n
        - (4 * r) • hab + (2 * r) • hqm - (2 * r) • hpn
  rw [commute_iff_eq, ← hT]
  linear_combination (norm := (simp only [sq, mul_add, add_mul, mul_sub, sub_mul, mul_neg,
    neg_mul, smul_mul_assoc, mul_smul_comm, mul_assoc, mul_zero, zero_mul]; module))
    b * h1 + h1 * b + (1 / 2 : ℂ) • (q * h3 + h2 * n + n * h2 + h3 * q) + (r / 2) • h4
      + c • (h1 + hab * b + b * hab + (1 / 2 : ℂ) • (haq * n + q * han + han * q + n * haq))
      + (c * c) • hab

/-- For any number of commuting spins and any `c`, the operators `t(x)` and `t(y)` commute
whenever `x` and `y` avoid every `z_k`. -/
theorem transfer_commute (z : ι → ℂ) {Sz Sp Sm : ι → A} (h : IsSpinFamily Sz Sp Sm) (c : ℂ)
    {x y : ℂ} (hx : ∀ k, z k ≠ x) (hy : ∀ k, z k ≠ y) :
    Commute (transfer z Sz Sp Sm c x) (transfer z Sz Sp Sm c y) := by
  by_cases hxy : x = y
  · rw [hxy]
  have h0 : ∀ X : ι → A, (∀ j k, X j * X k = X k * X j) →
      field z X x * field z X y - field z X y * field z X x = 0 := by
    intro X hX
    rw [gaudin_bracket z X X (fun _ => 0) (fun j k => by simp [hX j k]) hxy hx hy]
    simp [field]
  have flip : ∀ u v : A, (y - x)⁻¹ • (v - u) = (x - y)⁻¹ • (u - v) := by
    intro u v
    rw [← neg_sub x y, inv_neg, neg_smul, ← smul_neg, neg_sub]
  have fneg : ∀ w, field z (fun k => -Sm k) w = -field z Sm w := by
    intro w
    simp [field]
  have ftwo : ∀ w, field z (fun k => (2 : ℂ) • Sz k) w = (2 : ℂ) • field z Sz w := by
    intro w
    simp only [field, Finset.smul_sum]
    exact Finset.sum_congr rfl fun k _ => smul_comm _ _ _
  have hyx : y ≠ x := fun e => hxy e.symm
  unfold transfer
  refine commute_of_gaudin_brackets (r := (x - y)⁻¹) c (h0 Sz h.zz) (h0 Sp h.pp) (h0 Sm h.mm)
    (gaudin_bracket z Sz Sp Sp h.zp hxy hx hy) ?_ ?_ ?_ ?_ ?_
  · rw [gaudin_bracket z Sz Sp Sp h.zp hyx hy hx, flip]
  · rw [gaudin_bracket z Sz Sm (fun k => -Sm k) h.zm hxy hx hy, fneg, fneg]
    module
  · rw [gaudin_bracket z Sz Sm (fun k => -Sm k) h.zm hyx hy hx, flip, fneg, fneg]
    module
  · rw [gaudin_bracket z Sp Sm (fun k => (2 : ℂ) • Sz k) h.pm hxy hx hy, ftwo, ftwo]
    module
  · rw [gaudin_bracket z Sp Sm (fun k => (2 : ℂ) • Sz k) h.pm hyx hy hx, flip, ftwo, ftwo]
    module

/-- For commuting spins, distinct `z_k` and `x` avoiding them, `t(x)` is a sum of double poles with
coefficients `S_k · S_k` and simple poles whose coefficients are the Gaudin charges. -/
theorem transfer_expansion {z : ι → ℂ} (hz : Function.Injective z) {Sz Sp Sm : ι → A}
    (h : IsSpinFamily Sz Sp Sm) (c : ℂ) {x : ℂ} (hx : ∀ k, z k ≠ x) :
    transfer z Sz Sp Sm c x = ∑ k, ((z k - x)⁻¹ ^ 2) • dot Sz Sp Sm k k
      + ∑ k, (z k - x)⁻¹ • charge z Sz Sp Sm c k := by
  have quad : field z Sz x ^ 2
      + (1 / 2 : ℂ) • (field z Sp x * field z Sm x + field z Sm x * field z Sp x)
      = ∑ k, ∑ j, ((z k - x)⁻¹ * (z j - x)⁻¹) • dot Sz Sp Sm k j := by
    simp only [field, sq, Finset.sum_mul_sum, ← Finset.sum_add_distrib, Finset.smul_sum]
    refine Finset.sum_congr rfl fun k _ => Finset.sum_congr rfl fun j _ => ?_
    simp only [dot, smul_mul_assoc, mul_smul_comm]
    module
  obtain ⟨G, hG⟩ : ∃ G : ι → ι → A, ∀ k j,
      G k j = ((z k - x)⁻¹ * (z j - z k)⁻¹) • dot Sz Sp Sm k j := ⟨_, fun _ _ => rfl⟩
  -- split products of two different poles into single poles; squared poles stay as they are
  have pt : ∀ k j, ((z k - x)⁻¹ * (z j - x)⁻¹) • dot Sz Sp Sm k j
      = (if k = j then ((z k - x)⁻¹ ^ 2) • dot Sz Sp Sm k k else 0) + (G k j + G j k) := by
    intro k j
    by_cases hkj : k = j
    · subst hkj
      simp [hG, sq]
    have hjk : j ≠ k := fun e => hkj e.symm
    have p1 : Sp k * Sm j = Sm j * Sp k := sub_eq_zero.1 (by rw [h.pm, if_neg hkj])
    have p2 : Sp j * Sm k = Sm k * Sp j := sub_eq_zero.1 (by rw [h.pm, if_neg hjk])
    have hs : dot Sz Sp Sm j k = dot Sz Sp Sm k j := by
      unfold dot
      rw [h.zz j k, p1, p2, add_comm (Sm k * Sp j)]
    have s : (z k - x)⁻¹ - (z j - x)⁻¹ = (z j - z k) * ((z k - x)⁻¹ * (z j - x)⁻¹) := by
      rw [inv_sub_inv (sub_ne_zero.2 (hx k)) (sub_ne_zero.2 (hx j)), div_eq_mul_inv, mul_inv]
      ring
    have u : (z j - z k)⁻¹ * (z j - z k) = 1 :=
      inv_mul_cancel₀ (sub_ne_zero.2 fun e => hjk (hz e))
    have b : (z k - z j)⁻¹ = -(z j - z k)⁻¹ := by rw [← neg_sub (z j) (z k), inv_neg]
    rw [if_neg hkj, zero_add, hG, hG, hs, ← add_smul, b]
    congr 1
    linear_combination (-(z j - z k)⁻¹) * s - ((z k - x)⁻¹ * (z j - x)⁻¹) * u
  have hD : ∑ k, ∑ j, ((z k - x)⁻¹ * (z j - x)⁻¹) • dot Sz Sp Sm k j
      = ∑ k, ((z k - x)⁻¹ ^ 2) • dot Sz Sp Sm k k + (2 : ℂ) • ∑ k, ∑ j, G k j := by
    have hsw : ∑ k, ∑ j, G j k = ∑ k, ∑ j, G k j := Finset.sum_comm
    simp only [pt, Finset.sum_add_distrib, Finset.sum_ite_eq, Finset.mem_univ, if_true, hsw]
    module
  have hc : ∀ k, (z k - x)⁻¹ • charge z Sz Sp Sm c k
      = c • ((z k - x)⁻¹ • Sz k) + (2 : ℂ) • ∑ j, G k j := by
    intro k
    have e : ∑ j ∈ Finset.univ.erase k, G k j = ∑ j, G k j :=
      Finset.sum_erase _ (by simp [hG])
    rw [← e, charge]
    simp only [hG, ← smul_smul, ← Finset.smul_sum]
    module
  rw [transfer, quad, hD]
  simp only [hc, Finset.sum_add_distrib, ← Finset.smul_sum, field]
  module

/-- A one-site operator of a spin one half, placed on the first or the second of two sites. -/
def onSite (M : Matrix (Fin 2) (Fin 2) ℂ) : Fin 2 → Matrix (Fin 2 × Fin 2) (Fin 2 × Fin 2) ℂ :=
  ![M ⊗ₖ 1, 1 ⊗ₖ M]

/-- Two spins one half, with the usual two-by-two spin matrices on each site, form a family of
commuting spins. -/
theorem isSpinFamily_witness :
    IsSpinFamily (onSite !![1 / 2, 0; 0, -1 / 2]) (onSite !![0, 1; 0, 0])
      (onSite !![0, 0; 1, 0]) := by
  obtain ⟨s, hs⟩ : ∃ s : Matrix (Fin 2) (Fin 2) ℂ, s = !![1 / 2, 0; 0, -1 / 2] := ⟨_, rfl⟩
  obtain ⟨p, hp⟩ : ∃ p : Matrix (Fin 2) (Fin 2) ℂ, p = !![0, 1; 0, 0] := ⟨_, rfl⟩
  obtain ⟨m, hm⟩ : ∃ m : Matrix (Fin 2) (Fin 2) ℂ, m = !![0, 0; 1, 0] := ⟨_, rfl⟩
  -- the one-site relations
  have h1 : s * p = p + p * s := by
    rw [hs, hp]
    ext i j
    fin_cases i <;> fin_cases j <;> norm_num [Matrix.mul_apply, Fin.sum_univ_succ]
  have h2 : m * s = m + s * m := by
    rw [hs, hm]
    ext i j
    fin_cases i <;> fin_cases j <;> norm_num [Matrix.mul_apply, Fin.sum_univ_succ]
  have h3 : p * m = (2 : ℂ) • s + m * p := by
    rw [hs, hp, hm]
    ext i j
    fin_cases i <;> fin_cases j <;> norm_num [Matrix.mul_apply, Fin.sum_univ_succ]
  rw [← hs, ← hp, ← hm]
  constructor <;> intro j k <;> fin_cases j <;> fin_cases k <;>
    simp [onSite, ← Matrix.mul_kronecker_mul, h1, h2, h3, Matrix.add_kronecker,
      Matrix.kronecker_add, Matrix.smul_kronecker, Matrix.kronecker_smul]

end

end GaudinTransfer
```

```lean
#print axioms GaudinTransfer.transfer_commute
-- 'GaudinTransfer.transfer_commute' depends on axioms: [propext, Classical.choice, Quot.sound]
#print axioms GaudinTransfer.transfer_expansion
-- 'GaudinTransfer.transfer_expansion' depends on axioms: [propext, Classical.choice, Quot.sound]
```

## From brackets to the theorem

`gaudin_bracket` treats all the field brackets at once: `W` is whatever the on-site bracket produces. Its step `e` removes the terms between different sites, and `s` is the partial-fraction identity.

`commute_of_gaudin_brackets` uses only the nine relations between the two points. Its `h1`, `h2` and `h3` are $[T,b]$, $[T,q]$ and $[T,n]$, and `h4` is $J=0$. Each `linear_combination` multiplies known brackets from the left or right, as the product rule does; the supplied normalisation expands the products without reordering factors, and `module` compares coefficients.

`transfer_commute` separates the case $x=y$ and supplies the nine relations. Its helper `flip` handles the exchange of $x$ and $y$, while `fneg` and `ftwo` move the factors $-1$ and $2$ out of the fields.

In `transfer_expansion`, `quad` writes the quadratic part as a double sum and `pt` splits each product of poles. `hD` collects the two equal halves, and `hc` recognises the charges. The diagonal terms of the auxiliary `G` vanish because Lean sets $0^{-1}=0$.

`isSpinFamily_witness` checks the relations for two spins one half, with Kronecker products placing the matrices on their sites.
